# Pairwise commuting n-qubit Pauli strings without phases: at most 2^n, and the I/Z strings reach it

## Can strings whose factors anticommute form a larger group than the I/Z strings?

On one qubit I can put I and Z in the same measurement group, but then X and Y are out, because each anticommutes with Z. On two qubits there is more freedom: XX and ZZ commute, although X and Z do not, since the two minus signs cancel. The more qubits there are, the more ways there are for signs to cancel.

The strings made only of I and Z give me a group of 2^n that I can read off in the computational basis. If I also allow entangling circuits before readout, so that only the full strings have to commute, can a group of distinct strings get larger than that?

## No: the ceiling is 2^n for every commuting set

One qubit already shows why. Write s(a,b) = +1 if the Pauli matrices a and b commute and −1 if they anticommute:

```
      I   X   Y   Z
I     +   +   +   +
X     +   +   −   −
Y     +   −   +   −
Z     +   −   −   +
```

Any two different rows are orthogonal, and each row has squared length 4. Add the rows of the set {I, Z}. The column sums are 2, 0, 0, 2, and their squares add up to 8 = 4 · 2. A commuting set of three would need a column sum of 3 at each of its own members, so the squares would add up to at least 27. Orthogonality allows only 4 · 3 = 12.

### The same count on n qubits

Number the qubits i = 0, …, n−1. A string p has a label p_i at each qubit, and P(p) is the tensor product of the corresponding matrices. Exchanging two single-qubit factors costs the sign s, so exchanging two strings costs the product of these signs:

P(p) P(q) = ε(p,q) P(q) P(p), with ε(p,q) = ∏_i s(p_i, q_i).

If ε(p,q) = +1, the strings commute. If ε(p,q) = −1, they cannot also commute, because then P(q)P(p) would equal its own negative and vanish. But each string squares to the identity, so

P(q) [P(q) P(p)] P(p) = 1,

which rules this out.

Now sum over all 4^n strings r. The sum factorises over the qubits, and the one-qubit table gives

Σ_r ε(p,r) ε(q,r) = ∏_i Σ_c s(p_i,c) s(q_i,c) = 4^n if p = q, and 0 otherwise,

where c runs over I, X, Y, Z.

For a set S with |S| members, let A(r) = Σ_{p∈S} ε(p,r). Expanding the square leaves only the terms with p = q:

Σ_r A(r)² = Σ_{p,q∈S} Σ_r ε(p,r) ε(q,r) = 4^n |S|.

If the members of S commute pairwise, then A(r) = |S| for every r in S. These r alone contribute |S| · |S|², and the other terms are not negative, so

|S|³ ≤ 4^n |S|.

An empty set satisfies the bound trivially. Otherwise divide by |S| and take the root: |S| ≤ 2^n.

For strings made only of I and Z, every site sign is +1, so they all commute. There are two choices per qubit, hence 2^n strings. On two qubits, {II, IZ, ZI, ZZ} and {II, XX, YY, ZZ} both have four members. Cancelling signs give you different groups, but not a higher ceiling.

In variational energy estimation, Hamiltonian terms can be grouped so that each run of one measurement gives the ±1 value of every string in the group. The strings in such a group commute, so there are at most 2^n of them. A molecular Hamiltonian with of order n⁴ terms falls below this cap once n is large. The cap alone then does not force a second group; whether one is needed depends on which terms commute.

### What the Lean definitions and theorems say

A string is a function `Fin n → Pauli`, and `Pauli` has four labels. `Pauli.I` is the identity label, while `Complex.I` is the imaginary unit inside the Y matrix. `pauliString p` is the operator P(p), a complex matrix whose rows and columns are labelled by bit strings `Fin n → Fin 2`; its entries are products of one-qubit entries. Bit 0 is the +1 eigenstate of Z.

The integers `siteSign` and `exchangeSign` are s and ε. "Exchange" here means swapping the order of two operators, not two particles.

`CommutingFamily S` says that the matrices of any two members of S commute. This is commutation of the full operators, not qubit by qubit. S is a `Finset`, so its members are distinct labels, and `pauliString_injective` shows that distinct labels are distinct matrices. Phases are absent because a label has no place for one.

`commutingFamily_card_le` states that such an S has at most `2 ^ n` members. `zStrings_attain` states that the I/Z strings form a commuting family with exactly `2 ^ n` members. Both include n = 0, where the only string is the empty one.

The theorems concern commutation and counting. To get from there to one measurement setting, you need the standard fact that commuting Hermitian matrices share an orthonormal eigenbasis, and a circuit that rotates to it. The depth and noise of that circuit do not enter.

```lean
import Mathlib

open Finset

namespace CommutingPauliFamilies

/-- The four labels of a single-qubit Pauli factor. -/
inductive Pauli
  | I | X | Y | Z
  deriving DecidableEq

/-- There are finitely many labels, namely I, X, Y and Z. -/
instance : Fintype Pauli where
  elems := {Pauli.I, Pauli.X, Pauli.Y, Pauli.Z}
  complete := by
    intro a
    cases a <;> simp

/-- The 2×2 matrix of a single-qubit Pauli factor. -/
noncomputable def pauliMatrix : Pauli → Matrix (Fin 2) (Fin 2) ℂ
  | .I => !![1, 0; 0, 1]
  | .X => !![0, 1; 1, 0]
  | .Y => !![0, -Complex.I; Complex.I, 0]
  | .Z => !![1, 0; 0, -1]

/-- The operator of an n-qubit Pauli string: the tensor product of its factors, written in the
computational basis. -/
noncomputable def pauliString {n : ℕ} (p : Fin n → Pauli) :
    Matrix (Fin n → Fin 2) (Fin n → Fin 2) ℂ :=
  Matrix.of fun a b => ∏ i, pauliMatrix (p i) (a i) (b i)

/-- The sign from exchanging two single-qubit factors: `1` if one is the identity or both are
equal, and `-1` otherwise. -/
def siteSign (a b : Pauli) : ℤ :=
  if a = .I ∨ b = .I ∨ a = b then 1 else -1

/-- The product of the exchange signs of two Pauli strings over all qubits. -/
def exchangeSign {n : ℕ} (p q : Fin n → Pauli) : ℤ :=
  ∏ i, siteSign (p i) (q i)

/-- A set of Pauli strings whose operators commute pairwise. -/
def CommutingFamily {n : ℕ} (S : Finset (Fin n → Pauli)) : Prop :=
  ∀ p ∈ S, ∀ q ∈ S, Commute (pauliString p) (pauliString q)

/-- The strings built only from I and Z. -/
def zStrings (n : ℕ) : Finset (Fin n → Pauli) :=
  Fintype.piFinset fun _ => {Pauli.I, Pauli.Z}

/-- Pauli strings are multiplied qubit by qubit. -/
theorem string_mul {n : ℕ} (p q : Fin n → Pauli) :
    pauliString p * pauliString q =
      Matrix.of fun a b => ∏ i, (pauliMatrix (p i) * pauliMatrix (q i)) (a i) (b i) := by
  ext a b
  simp only [Matrix.mul_apply, pauliString, Matrix.of_apply, ← Finset.prod_mul_distrib]
  rw [Finset.prod_univ_sum, Fintype.piFinset_univ]

/-- Every Pauli string squares to the identity. -/
theorem string_sq {n : ℕ} (p : Fin n → Pauli) : pauliString p * pauliString p = 1 := by
  have site : ∀ a, pauliMatrix a * pauliMatrix a = 1 := by
    intro a
    cases a <;> ext i j <;> fin_cases i <;> fin_cases j <;>
      simp [pauliMatrix, Matrix.mul_apply, Fin.sum_univ_succ]
  rw [string_mul]
  ext a b
  simp only [Matrix.of_apply, site]
  by_cases h : a = b
  · subst h
    simp
  · obtain ⟨i, hi⟩ := Function.ne_iff.mp h
    rw [Matrix.one_apply_ne h]
    exact Finset.prod_eq_zero (Finset.mem_univ i) (Matrix.one_apply_ne hi)

/-- Exchanging two Pauli strings multiplies their product by the exchange sign. -/
theorem string_exchange {n : ℕ} (p q : Fin n → Pauli) :
    pauliString p * pauliString q =
      (exchangeSign p q : ℂ) • (pauliString q * pauliString p) := by
  have site : ∀ a b, pauliMatrix a * pauliMatrix b =
      (siteSign a b : ℂ) • (pauliMatrix b * pauliMatrix a) := by
    intro a b
    cases a <;> cases b <;> ext i j <;> fin_cases i <;> fin_cases j <;>
      simp [pauliMatrix, siteSign, Matrix.mul_apply, Fin.sum_univ_succ]
  rw [string_mul p q, string_mul q p]
  ext a b
  simp only [Matrix.of_apply, Matrix.smul_apply, smul_eq_mul, exchangeSign, Int.cast_prod,
    ← Finset.prod_mul_distrib]
  refine Finset.prod_congr rfl fun i _ => ?_
  rw [site (p i) (q i), Matrix.smul_apply, smul_eq_mul]

/-- Two Pauli strings either commute and have exchange sign `1`, or do not commute and have
exchange sign `-1`. -/
theorem commute_or_anticommute {n : ℕ} (p q : Fin n → Pauli) :
    (Commute (pauliString p) (pauliString q) ∧ exchangeSign p q = 1) ∨
      (¬ Commute (pauliString p) (pauliString q) ∧ exchangeSign p q = -1) := by
  have site : ∀ a b, siteSign a b * siteSign a b = 1 := by decide
  have hs : exchangeSign p q * exchangeSign p q = 1 := by
    rw [exchangeSign, ← Finset.prod_mul_distrib]
    exact Finset.prod_eq_one fun i _ => site _ _
  have hex := string_exchange p q
  rcases mul_self_eq_one_iff.1 hs with h | h
  · rw [h, Int.cast_one, one_smul] at hex
    exact Or.inl ⟨hex, h⟩
  · rw [h, Int.cast_neg, Int.cast_one, neg_one_smul] at hex
    refine Or.inr ⟨fun hc => ?_, h⟩
    -- commuting and anticommuting at once would make an invertible product vanish
    have e := hc.eq.symm.trans hex
    have h0 : pauliString q * pauliString p = 0 := by
      ext a b
      have hab := congrFun (congrFun e a) b
      rw [Matrix.neg_apply] at hab
      rw [Matrix.zero_apply]
      linear_combination hab / 2
    have h1 : pauliString q * (pauliString q * pauliString p) * pauliString p = 1 := by
      rw [← mul_assoc, string_sq, one_mul, string_sq]
    rw [h0, mul_zero, zero_mul] at h1
    exact zero_ne_one h1

/-- The exchange signs of two different strings, taken against all `4^n` strings, are orthogonal;
those of a single string have squared length `4^n`. -/
theorem sign_orthogonality {n : ℕ} (p q : Fin n → Pauli) :
    ∑ r, exchangeSign p r * exchangeSign q r = if p = q then 4 ^ n else 0 := by
  have site : ∀ a b, ∑ c, siteSign a c * siteSign b c = if a = b then 4 else 0 := by decide
  have key : ∑ r, exchangeSign p r * exchangeSign q r =
      ∏ i, ∑ c, siteSign (p i) c * siteSign (q i) c := by
    simp only [exchangeSign, ← Finset.prod_mul_distrib]
    rw [Finset.prod_univ_sum, Fintype.piFinset_univ]
  rw [key]
  simp only [site]
  by_cases h : p = q
  · subst h
    simp
  · obtain ⟨i, hi⟩ := Function.ne_iff.mp h
    rw [if_neg h]
    exact Finset.prod_eq_zero (Finset.mem_univ i) (if_neg hi)

/-- Two n-qubit Pauli strings that differ in at least one label have different operators. -/
theorem pauliString_injective (n : ℕ) :
    Function.Injective (pauliString : (Fin n → Pauli) → _) := by
  intro p q hpq
  by_contra hne
  have h : ∀ r, exchangeSign p r = exchangeSign q r := by
    intro r
    have h1 := commute_or_anticommute p r
    rw [hpq] at h1
    rcases h1 with ⟨a, b⟩ | ⟨a, b⟩ <;>
      rcases commute_or_anticommute q r with ⟨c, d⟩ | ⟨c, d⟩
    · rw [b, d]
    · exact absurd a c
    · exact absurd c a
    · rw [b, d]
  have o1 := sign_orthogonality p q
  have o2 := sign_orthogonality q q
  rw [if_neg hne] at o1
  rw [if_pos rfl] at o2
  simp only [h] at o1
  rw [o1] at o2
  exact pow_ne_zero n (by norm_num : (4 : ℤ) ≠ 0) o2.symm

/-- For any set of Pauli strings, the squared sums of exchange signs over the set, added over
all strings, give `4^n` times the size of the set. -/
theorem sign_second_moment {n : ℕ} (S : Finset (Fin n → Pauli)) :
    ∑ r, (∑ p ∈ S, exchangeSign p r) ^ 2 = 4 ^ n * (S.card : ℤ) := by
  simp_rw [sq, Finset.sum_mul_sum]
  rw [Finset.sum_comm]
  have h : ∀ p ∈ S, ∑ r, ∑ q ∈ S, exchangeSign p r * exchangeSign q r = 4 ^ n := by
    intro p hp
    rw [Finset.sum_comm]
    simp [sign_orthogonality, hp]
  rw [Finset.sum_congr rfl h, Finset.sum_const, nsmul_eq_mul, mul_comm]

/-- A set of distinct, pairwise commuting n-qubit Pauli strings has at most `2^n` members. -/
theorem commutingFamily_card_le {n : ℕ} {S : Finset (Fin n → Pauli)}
    (hS : CommutingFamily S) : S.card ≤ 2 ^ n := by
  have hm : ∀ r ∈ S, (∑ p ∈ S, exchangeSign p r) ^ 2 = (S.card : ℤ) ^ 2 := by
    intro r hr
    rw [Finset.sum_congr rfl fun p hp => ((commute_or_anticommute p r).resolve_right
      fun h => h.1 (hS p hp r hr)).2]
    simp
  -- the members of S contribute no more than all strings together
  have hle := Finset.sum_le_sum_of_subset_of_nonneg (Finset.subset_univ S)
    (fun r _ _ => sq_nonneg (∑ p ∈ S, exchangeSign p r))
  rw [sign_second_moment, Finset.sum_congr rfl hm, Finset.sum_const, nsmul_eq_mul] at hle
  have h4 : (4 : ℤ) ^ n = (2 ^ n) ^ 2 := by
    rw [← pow_mul, mul_comm, pow_mul]
    norm_num
  rw [h4] at hle
  by_contra hlt
  have hc : (2 : ℤ) ^ n < S.card := by exact_mod_cast not_le.mp hlt
  have h2 : (0 : ℤ) < 2 ^ n := by positivity
  have hsq : ((2 : ℤ) ^ n) ^ 2 < (S.card : ℤ) ^ 2 := by nlinarith
  nlinarith [mul_pos (h2.trans hc) (sub_pos.2 hsq)]

/-- The strings built only from I and Z commute pairwise, and there are exactly `2^n` of them. -/
theorem zStrings_attain (n : ℕ) :
    CommutingFamily (zStrings n) ∧ (zStrings n).card = 2 ^ n := by
  have site : ∀ a ∈ ({Pauli.I, Pauli.Z} : Finset Pauli),
      ∀ b ∈ ({Pauli.I, Pauli.Z} : Finset Pauli), siteSign a b = 1 := by decide
  constructor
  · intro p hp q hq
    have h1 : exchangeSign p q = 1 := Finset.prod_eq_one fun i _ =>
      site _ (Fintype.mem_piFinset.1 hp i) _ (Fintype.mem_piFinset.1 hq i)
    rcases commute_or_anticommute p q with h | h
    · exact h.1
    · have h2 := h.2
      omega
  · have h2 : ({Pauli.I, Pauli.Z} : Finset Pauli).card = 2 := by decide
    rw [zStrings, Fintype.card_piFinset]
    simp only [h2, Finset.prod_const, Finset.card_univ, Fintype.card_fin]

end CommutingPauliFamilies
```

```lean
#print axioms CommutingPauliFamilies.pauliString_injective
#print axioms CommutingPauliFamilies.commutingFamily_card_le
#print axioms CommutingPauliFamilies.zStrings_attain
```

```
'CommutingPauliFamilies.pauliString_injective' depends on axioms: [propext, Classical.choice, Quot.sound]
'CommutingPauliFamilies.commutingFamily_card_le' depends on axioms: [propext, Classical.choice, Quot.sound]
'CommutingPauliFamilies.zStrings_attain' depends on axioms: [propext, Classical.choice, Quot.sound]
```

### From the sign table to the cubic inequality in Lean

`string_mul` shows that strings multiply qubit by qubit. `string_sq` then checks the four squares; for an off-diagonal entry, it picks a qubit where the two bit strings differ, which puts a zero in the product. `string_exchange` checks all sixteen pairs of one-qubit matrices and collects the signs.

`commute_or_anticommute` links the integer sign to the matrices. The sign squares to 1, so it is 1 or −1, and the second case excludes commutation by the vanishing-product argument above.

In `sign_orthogonality`, `decide` verifies the one-qubit table, and the sum over strings is factorised. If p and q differ, some qubit contributes a factor 0. `pauliString_injective` follows from this: two labels with the same matrix would have the same sign against every r, so their sum of products would be both 0 and 4^n.

`sign_second_moment` expands A(r)² as a double sum and moves the sum over r inside. In `commutingFamily_card_le`, `hm` is the statement A(r)² = |S|² for members r, and `hle` compares their share with the total. Instead of dividing by |S|, the proof assumes |S| > 2^n. Then |S| is positive and |S|² > 4^n, so |S|(|S|² − 4^n) > 0, which contradicts `hle`; `nlinarith` does this arithmetic.

`zStrings_attain` checks that all site signs between I and Z are 1 and counts two choices per qubit.

### Turning a product of sums into a sum over strings

The factorisation comes from Mathlib's `Finset.prod_univ_sum`. It is the distributive law for a whole family of factors:

∏_i Σ_c f(i,c) = Σ_r ∏_i f(i, r_i).

On two qubits the left side is a product of two brackets with four terms each. Multiplying out means choosing one term from each bracket, and each of the sixteen choices is a string r = (r_0, r_1).

Mathlib states the law with a set of permitted values for each i, and `Fintype.piFinset` is the set of all functions that respect these choices. When everything is permitted, `Fintype.piFinset_univ` identifies it with the set of all functions. The proof uses this pair of lemmas twice: in `string_mul`, where the functions are the intermediate bit strings of a matrix product, and in `sign_orthogonality`, where they are Pauli strings. `zStrings` uses `Fintype.piFinset` too, with I and Z as the permitted labels.

### Three one-qubit operators that break the bound

On one qubit, commutation has to hold for every pair. The set {I, X, Z} has three members, although the bound is 2, and only the pair X, Z fails to commute. So here the bound is already lost if a single pair is exempt. On two or more qubits, one exempt pair is not enough: a string outside a commuting set of 2^n strings anticommutes with half of that set.

Phases matter as well. The matrices I, Z and −Z are distinct and commute pairwise, and again there are three of them. A minus sign on one member is enough to exceed 2^n, although −Z gives no information that Z does not.
